# Two nonzero first-order level shifts fix at most one Gaussian when the ratio of positive densities rises strictly over two or more grid radii

An energy-consistent effective core potential is fitted so that an atom's valence energies come close to reference values. Suppose two levels are still slightly off, and one Gaussian, A exp(−a r²), is added to the potential that both levels feel. Do the two required shifts determine A and a? To first order, with fixed positive densities on a finite grid of at least two radii, at most one pair (A, a) gives both shifts if the density ratio of the two levels rises strictly with the radius. Such a pair exists if the ratio of the two shifts lies in the range that Gaussians can reach.

## Gaussians, shifts and their ratio

```lean
import Mathlib

open Finset

namespace EnergyConsistentGaussian

noncomputable section
```

Mathlib supplies the real analysis and the finite sums. The namespace prefixes the names that follow.

```lean
/-- The Gaussian potential `A exp(-a x²)` with amplitude `A` and exponent `a`. -/
def gaussian (A a x : ℝ) : ℝ := A * Real.exp (-a * x ^ 2)
```

`gaussian A a` is the function x ↦ A exp(−a x²). Both parameters are arbitrary real numbers, so a growing Gaussian (a < 0) is allowed too.

```lean
/-- First-order shift of a level with radial weights `p` on the grid `r`
under the potential `V`. -/
def levelShift {N : ℕ} (r p : Fin N → ℝ) (V : ℝ → ℝ) : ℝ := ∑ i, p i * V (r i)
```

`Fin N` is the index set 0, …, N−1. A level has weights p_i at radii r_i, and a potential V shifts it by

∑_i p_i V(r_i).

The weights absorb the volume element and the quadrature factors. For one electron in a normalised orbital they sum to 1; for a level with n valence electrons, the weights of the total valence density sum to n. The theorems need no normalisation.

```lean
/-- The sum of `exp(-a r²)` over the grid, weighted with the radial density `p`. -/
def gaussSum {N : ℕ} (r p : Fin N → ℝ) (a : ℝ) : ℝ :=
  ∑ i, p i * Real.exp (-a * r i ^ 2)
```

Write P(a) = ∑_i p_i exp(−a r_i²) for this sum, and Q(a) for the same sum with the second level's weights q_i.

```lean
/-- Ratio of the Gaussian sums of the densities `q` and `p`, meant for a nonempty grid
and positive `p`. -/
def shiftRatio {N : ℕ} (r p q : Fin N → ℝ) (a : ℝ) : ℝ :=
  gaussSum r q a / gaussSum r p a
```

This is Q(a)/P(a), the quantity that will identify the exponent.

```lean
variable {N : ℕ} {r p q : Fin N → ℝ}

/-- The first-order shift by a Gaussian is its amplitude times the Gaussian sum. -/
theorem levelShift_gaussian (r p : Fin N → ℝ) (A a : ℝ) :
    levelShift r p (gaussian A a) = A * gaussSum r p a := by
  unfold levelShift gaussian gaussSum
  rw [Finset.mul_sum]
  exact Finset.sum_congr rfl fun i _ => by ring
```

The amplitude factors out of the sum: the shift of level p is A·P(a), and that of level q is A·Q(a).

```lean
/-- On a nonempty grid a positive density has a positive Gaussian sum. -/
theorem gaussSum_pos (hN : 0 < N) (hp : ∀ i, 0 < p i) (a : ℝ) :
    0 < gaussSum r p a := by
  unfold gaussSum
  exact Finset.sum_pos (fun i _ => mul_pos (hp i) (Real.exp_pos _))
    ⟨⟨0, hN⟩, Finset.mem_univ _⟩
```

If there is at least one radius and every p_i is positive, P(a) is a sum of positive terms, hence positive.

## The ratio falls as the exponent grows

```lean
/-- Twice the cross difference of Gaussian sums is the sum over ordered pairs of radii of a density
determinant times a Gaussian determinant. -/
theorem cross_difference (r p q : Fin N → ℝ) (a b : ℝ) :
    2 * (gaussSum r q a * gaussSum r p b - gaussSum r q b * gaussSum r p a) =
      ∑ i, ∑ j, (q i * p j - q j * p i) *
        (Real.exp (-a * r i ^ 2) * Real.exp (-b * r j ^ 2) -
          Real.exp (-b * r i ^ 2) * Real.exp (-a * r j ^ 2)) := by
  calc _ = gaussSum r q a * gaussSum r p b - gaussSum r q b * gaussSum r p a
        - gaussSum r p a * gaussSum r q b + gaussSum r p b * gaussSum r q a := by ring
    _ = _ := by
      simp only [gaussSum, Finset.sum_mul_sum, ← Finset.sum_sub_distrib,
        ← Finset.sum_add_distrib]
      exact Finset.sum_congr rfl fun i _ => Finset.sum_congr rfl fun j _ => by ring
```

By hand, set

G_ij = exp(−a r_i² − b r_j²) − exp(−b r_i² − a r_j²).

Multiplying out the sums gives

Q(a)P(b) − Q(b)P(a) = ∑_i ∑_j q_i p_j G_ij.

Exchanging the names i and j turns the right side into −∑_i ∑_j q_j p_i G_ij, because G_ji = −G_ij. Adding the two forms gives the theorem:

2[Q(a)P(b) − Q(b)P(a)] = ∑_i ∑_j (q_i p_j − q_j p_i) G_ij.

In Lean, `Finset.sum_mul_sum` multiplies out the products and `ring` checks each term.

```lean
/-- If `p` is positive and `q/p` increases strictly over two or more increasing, nonnegative radii,
the ratio of the Gaussian sums of `q` and `p` decreases strictly with the exponent. -/
theorem shiftRatio_strictAnti (hN : 2 ≤ N) (hr0 : ∀ i, 0 ≤ r i) (hr : StrictMono r)
    (hp : ∀ i, 0 < p i) (hqp : StrictMono fun i => q i / p i) :
    StrictAnti (shiftRatio r p q) := by
  intro a b hab
  -- both determinants are positive when the first radius is the larger one
  have key : ∀ i j : Fin N, j < i → 0 < (q i * p j - q j * p i) *
      (Real.exp (-a * r i ^ 2) * Real.exp (-b * r j ^ 2) -
        Real.exp (-b * r i ^ 2) * Real.exp (-a * r j ^ 2)) := by
    intro i j hji
    have h1 : q j / p j < q i / p i := hqp hji
    rw [div_lt_iff₀ (hp j), div_mul_eq_mul_div, lt_div_iff₀ (hp i)] at h1
    have h2 : r j ^ 2 < r i ^ 2 := by nlinarith [hr hji, hr0 j]
    refine mul_pos (sub_pos.2 h1) (sub_pos.2 ?_)
    rw [← Real.exp_add, ← Real.exp_add]
    apply Real.exp_lt_exp.mpr
    nlinarith [mul_pos (sub_pos.2 hab) (sub_pos.2 h2)]
  -- exchanging the two radii leaves a term unchanged, so no term is negative
  have nonneg : ∀ i j : Fin N, 0 ≤ (q i * p j - q j * p i) *
      (Real.exp (-a * r i ^ 2) * Real.exp (-b * r j ^ 2) -
        Real.exp (-b * r i ^ 2) * Real.exp (-a * r j ^ 2)) := by
    intro i j
    rcases lt_trichotomy i j with h | h | h
    · linarith [key j i h]
    · subst h
      simp
    · exact (key i j h).le
  have hlt : (⟨0, by omega⟩ : Fin N) < ⟨1, by omega⟩ := Fin.mk_lt_mk.2 Nat.zero_lt_one
  have hsum := Finset.sum_pos' (s := (Finset.univ : Finset (Fin N)))
    (fun i _ => Finset.sum_nonneg fun j _ => nonneg i j)
    ⟨⟨1, by omega⟩, Finset.mem_univ _, Finset.sum_pos' (fun j _ => nonneg _ j)
      ⟨⟨0, by omega⟩, Finset.mem_univ _, key _ _ hlt⟩⟩
  rw [← cross_difference] at hsum
  have hPa : 0 < gaussSum r p a := gaussSum_pos (by omega) hp a
  have hPb : 0 < gaussSum r p b := gaussSum_pos (by omega) hp b
  unfold shiftRatio
  rw [div_lt_iff₀ hPb, div_mul_eq_mul_div, lt_div_iff₀ hPa]
  linarith
```

The hypotheses are at least two radii, 0 ≤ r_0 < r_1 < …, positive p_i, and strictly increasing q_i/p_i. Physically, level q gains weight relative to level p at every step outwards. If q has a radial node where p has none, the ratio drops towards zero there and the condition can fail. The q_i need not be positive.

Take a < b and j < i. The increasing ratio gives q_i p_j − q_j p_i > 0. The two exponents in G_ij differ by

(b − a)(r_i² − r_j²) > 0,

so G_ij > 0 as well. This is `key`. Exchanging i and j flips both signs and leaves the product unchanged, while diagonal terms vanish; this is `nonneg`. The double sum is therefore positive, and dividing by P(a)P(b) > 0 gives Q(a)/P(a) > Q(b)/P(b), which is what `StrictAnti` says.

The proof turns on `Finset.sum_pos'`. Its relative `Finset.sum_pos`, used for P(a), wants every term positive, which the zero diagonal rules out for the inner sum. The primed version accepts nonnegative terms if one of them is positive. It is applied twice, to the outer sum at i = 1 and to the inner sum at j = 0, and this pair exists because N ≥ 2.

## From two shifts back to one Gaussian

```lean
/-- Let `p` be positive and `q/p` strictly increasing over two or more increasing, nonnegative
radii. Two Gaussians that give the same first-order shifts of both levels, the shift of the level
`p` being nonzero, have the same amplitude and the same exponent. -/
theorem gaussian_unique (hN : 2 ≤ N) (hr0 : ∀ i, 0 ≤ r i) (hr : StrictMono r)
    (hp : ∀ i, 0 < p i) (hqp : StrictMono fun i => q i / p i) {A a B b : ℝ}
    (h0 : levelShift r p (gaussian A a) ≠ 0)
    (h1 : levelShift r p (gaussian A a) = levelShift r p (gaussian B b))
    (h2 : levelShift r q (gaussian A a) = levelShift r q (gaussian B b)) :
    A = B ∧ a = b := by
  have h0' := h0
  rw [h1] at h0'
  simp only [levelShift_gaussian] at h0 h0' h1 h2
  have hA : A ≠ 0 := left_ne_zero_of_mul h0
  have hB : B ≠ 0 := left_ne_zero_of_mul h0'
  -- the amplitude drops out of the ratio of the two shifts
  have hratio : shiftRatio r p q a = shiftRatio r p q b := by
    unfold shiftRatio
    rw [← mul_div_mul_left _ _ hA, h1, h2, mul_div_mul_left _ _ hB]
  have hab : a = b := (shiftRatio_strictAnti hN hr0 hr hp hqp).injective hratio
  subst hab
  exact ⟨mul_right_cancel₀ (right_ne_zero_of_mul h0) h1, rfl⟩
```

Let (A, a) and (B, b) give the same two shifts, with A·P(a) ≠ 0. Then A and B are nonzero, and dividing the shifts gives

Q(a)/P(a) = Q(b)/P(b).

A strictly decreasing function is injective, so a = b. Cancelling P(a) from A·P(a) = B·P(a) gives A = B. Only the shift of level p has to be nonzero; if it vanished, A would be zero and the exponent arbitrary.

```lean
/-- Let `p` be positive and `q/p` strictly increasing over two or more increasing, nonnegative
radii. If the target shift `dp` is nonzero and `dq / dp` lies between the values of `shiftRatio` at
the exponents `a ≤ b`, exactly one Gaussian with exponent in `[a, b]` reproduces both shifts. -/
theorem gaussian_fit (hN : 2 ≤ N) (hr0 : ∀ i, 0 ≤ r i) (hr : StrictMono r)
    (hp : ∀ i, 0 < p i) (hqp : StrictMono fun i => q i / p i) {a b dp dq : ℝ}
    (hab : a ≤ b) (hdp : dp ≠ 0) (hlo : shiftRatio r p q b ≤ dq / dp)
    (hhi : dq / dp ≤ shiftRatio r p q a) :
    ∃! g : ℝ × ℝ, g.2 ∈ Set.Icc a b ∧ levelShift r p (gaussian g.1 g.2) = dp ∧
      levelShift r q (gaussian g.1 g.2) = dq := by
  have hP : ∀ c, gaussSum r p c ≠ 0 := fun c => (gaussSum_pos (by omega) hp c).ne'
  have hc : ∀ w : Fin N → ℝ, Continuous (gaussSum r w) := by
    intro w
    unfold gaussSum
    fun_prop
  have hcont : Continuous (shiftRatio r p q) := (hc q).div (hc p) hP
  -- the exponent comes from the ratio, the amplitude from the first shift
  obtain ⟨c, hcm, hcr⟩ := intermediate_value_Icc' hab hcont.continuousOn ⟨hlo, hhi⟩
  have e1 : levelShift r p (gaussian (dp / gaussSum r p c) c) = dp := by
    rw [levelShift_gaussian, div_mul_cancel₀ _ (hP c)]
  have e2 : levelShift r q (gaussian (dp / gaussSum r p c) c) = dq := by
    rw [levelShift_gaussian]
    calc dp / gaussSum r p c * gaussSum r q c = dp * shiftRatio r p q c := by
          unfold shiftRatio
          ring
      _ = dq := by
          rw [hcr]
          field_simp
  refine ⟨(dp / gaussSum r p c, c), ⟨hcm, e1, e2⟩, ?_⟩
  rintro ⟨B, d⟩ ⟨_, h3, h4⟩
  have h3' : levelShift r p (gaussian B d) = dp := h3
  have h4' : levelShift r q (gaussian B d) = dq := h4
  obtain ⟨hB, hd⟩ := gaussian_unique hN hr0 hr hp hqp (by rw [h3']; exact hdp)
    (h3'.trans e1.symm) (h4'.trans e2.symm)
  exact Prod.ext hB hd
```

Here `∃!` means "exactly one", and the pair `g` holds the amplitude `g.1` and the exponent `g.2`. The targets are dp ≠ 0 and dq. If dq/dp lies between the ratios at a and b, continuity and the intermediate value theorem give c in [a, b] with Q(c)/P(c) = dq/dp. The amplitude dp/P(c) yields the first shift, and the second is then dp·Q(c)/P(c) = dq. Uniqueness comes from the previous theorem. Choosing a > 0 keeps the fitted Gaussian decaying.

```lean
/-- For a positive density `p` on a nonempty grid and its multiple `k p`, the two shifts of any
Gaussian are reproduced at every exponent `b` by a suitable amplitude. -/
theorem proportional_not_unique (hN : 0 < N) (hp : ∀ i, 0 < p i) (k A a b : ℝ) :
    ∃ B, levelShift r p (gaussian B b) = levelShift r p (gaussian A a) ∧
      levelShift r (fun i => k * p i) (gaussian B b) =
        levelShift r (fun i => k * p i) (gaussian A a) := by
  have hk : ∀ V : ℝ → ℝ, levelShift r (fun i => k * p i) V = k * levelShift r p V := by
    intro V
    unfold levelShift
    rw [Finset.mul_sum]
    exact Finset.sum_congr rfl fun i _ => by ring
  have h : levelShift r p (gaussian (A * gaussSum r p a / gaussSum r p b) b) =
      levelShift r p (gaussian A a) := by
    rw [levelShift_gaussian, levelShift_gaussian,
      div_mul_cancel₀ _ (gaussSum_pos hN hp b).ne']
  exact ⟨_, h, by rw [hk, hk, h]⟩

end

end EnergyConsistentGaussian
```

If q_i = k p_i, the ratio is constant and the exponent is undetermined: for any b, the amplitude B = A·P(a)/P(b) reproduces both shifts.

```lean
#print axioms EnergyConsistentGaussian.gaussian_unique
-- 'EnergyConsistentGaussian.gaussian_unique' depends on axioms: [propext, Classical.choice, Quot.sound]
#print axioms EnergyConsistentGaussian.gaussian_fit
-- 'EnergyConsistentGaussian.gaussian_fit' depends on axioms: [propext, Classical.choice, Quot.sound]
#print axioms EnergyConsistentGaussian.proportional_not_unique
-- 'EnergyConsistentGaussian.proportional_not_unique' depends on axioms: [propext, Classical.choice, Quot.sound]
```
